# Axial charge density from level crossings in the lowest Landau level

A gas of massless fermions with positive charge sits in a uniform magnetic field. An electric field in the same direction is switched on for a while and then off. In the lowest Landau level the fermions move only along the magnetic field, the right-handed ones with energy E = p and the left-handed ones with E = −p, where p is the momentum in that direction. The electric pulse shifts every p by the same amount. Some filled right-handed levels rise out of the Dirac sea, and some empty left-handed levels sink into it. How much axial charge, right-handed minus left-handed, appears per volume?

## Levels on a ring and orbitals in a strip

Units have ħ = c = 1. The direction along the magnetic field is closed into a ring of length L, so the momenta are pₙ = 2πn/L with n an integer. The letter F stands for the impulse, that is, the force on the particle integrated over time, and not for the force itself. After the pulse, mode n has momentum pₙ + F.

```lean
import Mathlib

open Filter Topology Real

noncomputable section

namespace LandauSpectralFlow

/-- The momentum `2πn/L` of mode `n` on a ring of length `L ≠ 0`, with `ħ = 1`. -/
def momentum (L : ℝ) (n : ℤ) : ℝ := 2 * π * n / L
```

A level of energy exactly zero counts as non-negative, hence as empty before the pulse. The next two definitions collect the mode numbers n of the levels that change sign. Their sizes are called R(L) for the risen right-handed levels and S(L) for the sunk left-handed ones.

```lean
/-- Right-handed levels, with energy `E = p`, that the impulse `F` lifts from negative to
non-negative energy on a ring of length `L ≠ 0`. -/
def risen (L F : ℝ) : Set ℤ := {n | momentum L n < 0 ∧ 0 ≤ momentum L n + F}

/-- Left-handed levels, with energy `E = -p`, that the impulse `F` pushes from non-negative to
negative energy on a ring of length `L ≠ 0`. -/
def sunk (L F : ℝ) : Set ℤ := {n | 0 ≤ -momentum L n ∧ -(momentum L n + F) < 0}
```

A risen level brings a right-handed particle, and a sunk one leaves a left-handed hole. The net charge is therefore R − S, and the axial charge, right-handed minus left-handed, is R + S.

Across the magnetic field the sample is a strip of width W and length ℓ (not the magnetic length, which often carries this letter). The momentum along the strip is k = 2πm/ℓ with m an integer, and an orbital is centred at k/B. The charge is absorbed into B, the field strength felt by a unit charge. G(ℓ) denotes the number of orbitals with centre in [0, W).

```lean
/-- Lowest-Landau-level orbitals of a unit charge in a field `B ≠ 0` whose guiding centre `k/B`
lies in a strip of width `W`; `k` is a momentum along the strip, of length `ℓ ≠ 0`. -/
def orbitals (B W ℓ : ℝ) : Set ℤ := {m | 0 ≤ momentum ℓ m / B ∧ momentum ℓ m / B < W}
```

All three sizes are taken with `ncard`, which returns 0 for an infinite set; the proofs below identify each set with a finite interval of integers, so the counts are genuine.

The linear spectrum and the guiding centres are put in through these definitions and are not derived from the Dirac equation. The step from the model to the real gas is to read crossings as charge: the sea is filled up to zero energy, and each level keeps its occupation while it moves. The higher Landau levels are left out: their energies ±√(p² + 2jB), with j = 1, 2, …, never reach zero, so none of them crosses.

## (a) The sign of a momentum

Show that for L > 0 a mode has negative momentum exactly when its mode number is negative:

pₙ < 0 ⇔ n < 0.

**Solution.** Write pₙ = (2π/L)·n. The factor 2π/L is positive, so pₙ and n have the same sign.

In Lean, `hc` is the positivity of the factor and `e` the rewritten momentum. The library lemma used speaks of "≥ 0", so the inequality on the left of the equivalence is written as a negation before the lemma is applied and turned back afterwards.

```lean
/-- On a ring of positive length, a mode has negative momentum exactly when its mode number
is negative. -/
theorem momentum_neg_iff {L : ℝ} (hL : 0 < L) (n : ℤ) : momentum L n < 0 ↔ n < 0 := by
  have hc : 0 < 2 * π / L := by positivity
  have e : momentum L n = 2 * π / L * n := by unfold momentum; ring
  rw [e, ← not_le, mul_nonneg_iff_of_pos_left hc, not_le]
  exact Int.cast_lt_zero
```

## (b) Right-handed levels that rise

Show that for L > 0 and F ≥ 0 the number of right-handed levels that go from negative to non-negative energy is

R(L) = ⌊LF/2π⌋.

**Solution.** Put x = LF/2π. Then

pₙ + F = (2π/L)(n + x),

so the final energy is non-negative exactly when −n ≤ x. Since −n is an integer, this is the same as −n ≤ ⌊x⌋, or n ≥ −⌊x⌋. By (a) the initial energy is negative exactly when n < 0. The risen levels are thus

−⌊x⌋ ≤ n < 0,

and there are ⌊x⌋ of them, which is none if x < 1. For F < 0 no level rises while ⌊x⌋ is negative, so the formula does need F ≥ 0.

The Lean proof has the same two stages. `hset` states that `risen L F` is the half-open interval `Set.Ico (-⌊L * F / (2 * π)⌋) 0`, with `h2` as the floor argument. The interval is then counted, and `h0`, the floor being non-negative, lets `omega` identify its length with the floor.

```lean
/-- For `L > 0` and `F ≥ 0`, exactly `⌊LF/2π⌋` right-handed levels rise from negative to
non-negative energy. -/
theorem risen_count {L F : ℝ} (hL : 0 < L) (hF : 0 ≤ F) :
    ((risen L F).ncard : ℤ) = ⌊L * F / (2 * π)⌋ := by
  have hc : 0 < 2 * π / L := by positivity
  -- the risen levels form an interval of integers just below zero
  have hset : risen L F = Set.Ico (-⌊L * F / (2 * π)⌋) 0 := by
    ext n
    have e : momentum L n + F = 2 * π / L * (n + L * F / (2 * π)) := by
      unfold momentum
      field_simp
    have h2 : 0 ≤ momentum L n + F ↔ -⌊L * F / (2 * π)⌋ ≤ n := by
      rw [e, mul_nonneg_iff_of_pos_left hc, neg_le, Int.le_floor, Int.cast_neg]
      constructor <;> intro h <;> linarith
    change (momentum L n < 0 ∧ 0 ≤ momentum L n + F) ↔ (_ ≤ n ∧ n < 0)
    rw [momentum_neg_iff hL, h2, and_comm]
  have h0 : 0 ≤ ⌊L * F / (2 * π)⌋ := Int.floor_nonneg.2 (by positivity)
  rw [hset, Set.ncard_eq_toFinset_card', Set.toFinset_Ico, Int.card_Ico]
  omega
```

## (c) Left-handed levels that sink

Show that for L > 0 and F ≥ 0 the number of left-handed levels that go from non-negative to negative energy is

S(L) = ⌈LF/2π⌉.

**Solution.** The energy is −pₙ before the pulse and −(pₙ + F) after it. The first is non-negative exactly when n ≤ 0. The second is negative exactly when n + x > 0, with x = LF/2π as before, that is, when −n < x. For an integer −n this is the same as −n < ⌈x⌉. The sunk levels are

−⌈x⌉ < n ≤ 0,

and there are ⌈x⌉ of them. The ceiling replaces the floor because the level n = 0 starts at zero energy: it counts as able to sink but not as able to rise.

In the Lean proof `h1` and `h2` translate the two energy conditions, and the interval is now `Set.Ioc`, open below and closed above.

```lean
/-- For `L > 0` and `F ≥ 0`, exactly `⌈LF/2π⌉` left-handed levels sink from non-negative to
negative energy. -/
theorem sunk_count {L F : ℝ} (hL : 0 < L) (hF : 0 ≤ F) :
    ((sunk L F).ncard : ℤ) = ⌈L * F / (2 * π)⌉ := by
  have hc : 0 < 2 * π / L := by positivity
  have hset : sunk L F = Set.Ioc (-⌈L * F / (2 * π)⌉) 0 := by
    ext n
    have e1 : momentum L n = 2 * π / L * n := by unfold momentum; ring
    have e2 : momentum L n + F = 2 * π / L * (n + L * F / (2 * π)) := by
      unfold momentum
      field_simp
    have h1 : 0 ≤ -momentum L n ↔ n ≤ 0 := by
      rw [neg_nonneg, e1, ← not_lt, mul_pos_iff_of_pos_left hc, Int.cast_pos, not_lt]
    have h2 : -(momentum L n + F) < 0 ↔ -⌈L * F / (2 * π)⌉ < n := by
      rw [neg_lt_zero, e2, mul_pos_iff_of_pos_left hc, neg_lt, Int.lt_ceil, Int.cast_neg]
      constructor <;> intro h <;> linarith
    change (0 ≤ -momentum L n ∧ -(momentum L n + F) < 0) ↔ (_ < n ∧ n ≤ 0)
    rw [h1, h2, and_comm]
  have h0 : 0 ≤ ⌈L * F / (2 * π)⌉ := Int.ceil_nonneg (by positivity)
  rw [hset, Set.ncard_eq_toFinset_card', Set.toFinset_Ioc, Int.card_Ioc]
  omega
```

## (d) Orbitals in the strip

Show that for B > 0, ℓ > 0 and W ≥ 0 the number of orbitals whose centre lies in the strip is

G(ℓ) = ⌈BWℓ/2π⌉.

**Solution.** The condition on the centre is

0 ≤ 2πm/(ℓB) < W.

Multiplying by the positive number ℓB/2π gives 0 ≤ m < BWℓ/2π. An integer m lies below a real number exactly when it lies below its ceiling, so

0 ≤ m < ⌈BWℓ/2π⌉,

which leaves ⌈BWℓ/2π⌉ values of m. The Landau degeneracy is thereby counted from the positions of the orbitals.

In Lean, `h1` gets the lower bound from (a), applied to a ring of length ℓ, and `h2` clears the denominators in the upper bound.

```lean
/-- For `B, ℓ > 0` and `W ≥ 0`, the strip holds exactly `⌈BWℓ/2π⌉` lowest-Landau-level
orbitals. -/
theorem orbitals_count {B W ℓ : ℝ} (hB : 0 < B) (hW : 0 ≤ W) (hl : 0 < ℓ) :
    ((orbitals B W ℓ).ncard : ℤ) = ⌈B * W * ℓ / (2 * π)⌉ := by
  have hset : orbitals B W ℓ = Set.Ico 0 ⌈B * W * ℓ / (2 * π)⌉ := by
    ext m
    have h1 : 0 ≤ momentum ℓ m / B ↔ 0 ≤ m := by
      rw [le_div_iff₀ hB, zero_mul]
      exact not_lt.symm.trans ((not_congr (momentum_neg_iff hl m)).trans not_lt)
    have h2 : momentum ℓ m / B < W ↔ m < ⌈B * W * ℓ / (2 * π)⌉ := by
      rw [Int.lt_ceil, div_lt_iff₀ hB, momentum, div_lt_iff₀ hl,
        lt_div_iff₀ (by positivity : (0 : ℝ) < 2 * π)]
      constructor <;> intro h <;> linarith
    exact and_congr h1 h2
  have h0 : 0 ≤ ⌈B * W * ℓ / (2 * π)⌉ := Int.ceil_nonneg (by positivity)
  rw [hset, Set.ncard_eq_toFinset_card', Set.toFinset_Ico, Int.card_Ico]
  omega
```

## (e) From a count to a density

Let N(L) be a real quantity and a a real number with |N(L) − aL| ≤ 1 for every L > 0. Show that

N(L)/L → a as L → ∞.

**Solution.** For L > 0,

|N(L)/L − a| = |N(L) − aL|/L ≤ 1/L,

and the right-hand side tends to 0.

`squeeze_zero_norm'` is this squeeze between 0 and 1/L. It is applied to the difference N(L)/L − a, and the last line adds a back.

```lean
/-- A quantity that differs from `aL` by at most one for every length `L > 0` has density `a`
in the limit of infinite length. -/
theorem density_limit {N : ℝ → ℝ} {a : ℝ} (h : ∀ L, 0 < L → |N L - a * L| ≤ 1) :
    Tendsto (fun L => N L / L) atTop (𝓝 a) := by
  have h0 : Tendsto (fun L => N L / L - a) atTop (𝓝 0) := by
    refine squeeze_zero_norm' ?_ tendsto_inv_atTop_zero
    filter_upwards [eventually_gt_atTop 0] with L hL
    have e : N L / L - a = (N L - a * L) / L := by field_simp
    have h1 := h L hL
    rw [e, Real.norm_eq_abs, abs_div, abs_of_pos hL, ← one_div]
    gcongr
  simpa using h0.add_const a
```

## (f) Density of risen levels

Show that for F ≥ 0

R(L)/L → F/2π as L → ∞.

**Solution.** Take a = F/2π, so that aL = LF/2π = x. By (b), R(L) = ⌊x⌋, and

⌊x⌋ ≤ x < ⌊x⌋ + 1

gives |R(L) − aL| < 1. Part (e) does the rest.

In the Lean proof `h` is the count from (b), carried over to the real numbers, and `linarith` draws the bound from the two floor inequalities.

```lean
/-- For an impulse `F ≥ 0`, the number of risen right-handed levels per length tends to
`F/2π` as the ring grows. -/
theorem risen_density {F : ℝ} (hF : 0 ≤ F) :
    Tendsto (fun L => ((risen L F).ncard : ℝ) / L) atTop (𝓝 (F / (2 * π))) := by
  refine density_limit fun L hL => ?_
  have h : ((risen L F).ncard : ℝ) = (⌊L * F / (2 * π)⌋ : ℝ) := by
    exact_mod_cast risen_count hL hF
  have e : F / (2 * π) * L = L * F / (2 * π) := by ring
  rw [h, e, abs_le]
  constructor <;>
    linarith [Int.floor_le (L * F / (2 * π)), Int.lt_floor_add_one (L * F / (2 * π))]
```

## (g) Density of sunk levels

Show that for F ≥ 0

S(L)/L → F/2π as L → ∞.

**Solution.** With the same a and x, (c) gives S(L) = ⌈x⌉, and

x ≤ ⌈x⌉ < x + 1

gives |S(L) − aL| < 1. Apply (e) again. The difference between floor and ceiling is lost in the limit.

The Lean proof is that of (f) with the ceiling inequalities in place of the floor ones.

```lean
/-- For an impulse `F ≥ 0`, the number of sunk left-handed levels per length tends to
`F/2π` as the ring grows. -/
theorem sunk_density {F : ℝ} (hF : 0 ≤ F) :
    Tendsto (fun L => ((sunk L F).ncard : ℝ) / L) atTop (𝓝 (F / (2 * π))) := by
  refine density_limit fun L hL => ?_
  have h : ((sunk L F).ncard : ℝ) = (⌈L * F / (2 * π)⌉ : ℝ) := by
    exact_mod_cast sunk_count hL hF
  have e : F / (2 * π) * L = L * F / (2 * π) := by ring
  rw [h, e, abs_le]
  constructor <;>
    linarith [Int.le_ceil (L * F / (2 * π)), Int.ceil_lt_add_one (L * F / (2 * π))]
```

## (h) Net charge

Show that for F ≥ 0

(R(L) − S(L))/L → 0 as L → ∞.

**Solution.** Subtract the limits in (f) and (g):

F/2π − F/2π = 0.

On a finite ring R − S is 0 if x is an integer and −1 otherwise. The −1 comes from the convention for the level at zero energy, and it has no density.

Lean subtracts the two limits with `sub`, and `ring` splits the quotient of the difference into a difference of quotients.

```lean
/-- For an impulse `F ≥ 0`, the net charge per length, risen right-handed minus sunk left-handed
levels, tends to zero as the ring grows. -/
theorem charge_density {F : ℝ} (hF : 0 ≤ F) :
    Tendsto (fun L => (((risen L F).ncard : ℝ) - (sunk L F).ncard) / L) atTop (𝓝 0) := by
  have h := (risen_density hF).sub (sunk_density hF)
  rw [sub_self] at h
  exact h.congr fun L => by ring
```

## (i) Axial charge per volume

Every orbital in the strip carries one right-handed and one left-handed set of levels, so the axial charge of the sample is G(ℓ)(R(L) + S(L)), and its volume is WℓL. Show that for B > 0, W > 0 and F ≥ 0

G(ℓ)(R(L) + S(L))/(WℓL) → BF/(2π²) as ℓ → ∞ and L → ∞.

**Solution.** By (d), G(ℓ) differs from (BW/2π)ℓ by less than 1, so (e) gives

G(ℓ)/ℓ → BW/2π.

By (f) and (g),

(R(L) + S(L))/L → F/2π + F/2π = F/π.

The first quotient depends only on ℓ and the second only on L, so their product converges however the two lengths grow. Dividing by the fixed width W gives

(1/W)·(BW/2π)·(F/π) = BF/(2π²).

In the Lean statement the pair `p` holds ℓ as `p.1` and L as `p.2`, and the filter `atTop ×ˢ atTop` lets them go to infinity independently. `ho` is the limit of G(ℓ)/ℓ. The next step multiplies it by the limit for the ring and divides by W, and `e` simplifies the resulting constant.

For particles of charge q > 0 in uniform fields of the same direction, B stands for q times the magnetic field and F for q times the electric field integrated over time. The limit then agrees with the axial charge per volume that the anomaly equation of quantum electrodynamics gives for massless fermions in these external fields. For a negative charge the force is reversed, and so are the signs in E = p and E = −p, so the right-handed levels still rise and the result is the same. The theorem `axial_anomaly` reaches this number by counting levels of non-interacting particles; it makes no statement about the divergence of a current operator. The same count gives the difference in electron number per volume that the pulse creates between two Weyl nodes of opposite chirality in a semimetal, as long as the electrons are non-interacting, the bands linear and scattering between the nodes negligible.

```lean
/-- For `B, W > 0` and `F ≥ 0`, the axial charge (orbitals times the sum of risen right-handed and
sunk left-handed levels) per volume `WℓL` tends to `BF/(2π²)` as `ℓ` and `L` grow. -/
theorem axial_anomaly {B W F : ℝ} (hB : 0 < B) (hW : 0 < W) (hF : 0 ≤ F) :
    Tendsto (fun p : ℝ × ℝ => ((orbitals B W p.1).ncard : ℝ) *
        ((risen p.2 F).ncard + (sunk p.2 F).ncard) / (W * p.1 * p.2))
      (atTop ×ˢ atTop) (𝓝 (B * F / (2 * π ^ 2))) := by
  -- orbitals per length of the strip
  have ho : Tendsto (fun l => ((orbitals B W l).ncard : ℝ) / l) atTop
      (𝓝 (B * W / (2 * π))) := by
    refine density_limit fun l hl => ?_
    have h : ((orbitals B W l).ncard : ℝ) = (⌈B * W * l / (2 * π)⌉ : ℝ) := by
      exact_mod_cast orbitals_count hB hW.le hl
    have e : B * W / (2 * π) * l = B * W * l / (2 * π) := by ring
    rw [h, e, abs_le]
    constructor <;>
      linarith [Int.le_ceil (B * W * l / (2 * π)), Int.ceil_lt_add_one (B * W * l / (2 * π))]
  -- multiply by the axial charge per length of the ring
  have h := ((ho.comp tendsto_fst).mul
    (((risen_density hF).add (sunk_density hF)).comp tendsto_snd)).div_const W
  have e : B * W / (2 * π) * (F / (2 * π) + F / (2 * π)) / W = B * F / (2 * π ^ 2) := by
    field_simp
    ring
  rw [e] at h
  refine h.congr fun p => ?_
  simp only [Function.comp_apply]
  ring

end LandauSpectralFlow
```

```lean
#print axioms LandauSpectralFlow.charge_density
#print axioms LandauSpectralFlow.axial_anomaly
```

```
'LandauSpectralFlow.charge_density' depends on axioms: [propext, Classical.choice, Quot.sound]
'LandauSpectralFlow.axial_anomaly' depends on axioms: [propext, Classical.choice, Quot.sound]
```
